# Adding ε|x − c|² to a real polynomial in d variables changes its Laplacian by 2dε everywhere

Take a real polynomial p in d variables, a centre c and a real number ε of either sign. The theorem says that adding ε times the squared distance from c to p changes the Laplacian by the constant 2dε at every point z. Here the Laplacian is the sum of the pure second partial derivatives, taken formally on polynomials and then evaluated at z. The proof first shows that the squared distance has i-th partial derivative 2(xᵢ − cᵢ), and so second derivative 2 in each variable. It then expands the Laplacian of the sum with `simp only` and leaves the remaining arithmetic to `ring`.

In Lean, a first try:

```lean
import Mathlib

open MvPolynomial Filter Topology

namespace LaplacianAddBowl

noncomputable section

variable {d : ℕ}

/-- The Laplacian of a real polynomial in `d` variables: the sum of its pure second partial
derivatives. -/
def laplacian (p : MvPolynomial (Fin d) ℝ) : MvPolynomial (Fin d) ℝ :=
  ∑ i, pderiv i (pderiv i p)

/-- The squared distance from the centre `c`, as a polynomial in the coordinates. -/
def bowl (c : Fin d → ℝ) : MvPolynomial (Fin d) ℝ := ∑ j, (X j - C (c j)) ^ 2

/-- Adding `ε` times the squared distance from `c` raises the Laplacian by `2 d ε` at every
point. -/
theorem laplacian_add_bowl (p : MvPolynomial (Fin d) ℝ) (c z : Fin d → ℝ) (ε : ℝ) :
    eval z (laplacian (p + C ε * bowl c)) = eval z (laplacian p) + d * (2 * ε) := by
  have h1 (i : Fin d) : pderiv i (bowl c) = (X i - C (c i)) + (X i - C (c i)) := by
    rw [bowl, map_sum, Finset.sum_eq_single i]
    · rw [pow_two, pderiv_mul, map_sub, pderiv_X_self, pderiv_C]
      ring
    · intro j _ hj
      rw [pow_two, pderiv_mul, map_sub, pderiv_X_of_ne hj, pderiv_C]
      ring
    · simp
  have h2 (i : Fin d) : pderiv i (pderiv i (bowl c)) = 2 := by
    rw [h1, map_add, map_sub, pderiv_X_self, pderiv_C]
    ring
  simp only [laplacian, map_add, pderiv_C_mul, h2, map_sum, Finset.sum_add_distrib, map_mul,
    eval_C, map_ofNat, Finset.sum_const, Finset.card_univ, Fintype.card_fin, nsmul_eq_mul]
  ring

end

end LaplacianAddBowl
```

The error:

```
Try this:
  [apply] ring_nf
  
  The `ring` tactic failed to close the goal. Use `ring_nf` to obtain a normal form.
    
  Note that `ring` works primarily in *commutative* rings. If you have a noncommutative ring, abelian group or module, consider using `noncomm_ring`, `abel` or `module` instead.
Main.lean:22:82: error: unsolved goals
d : ℕ
p : MvPolynomial (Fin d) ℝ
c z : Fin d → ℝ
ε : ℝ
h1 : ∀ (i : Fin d), (pderiv i) (bowl c) = X i - C (c i) + (X i - C (c i))
h2 : ∀ (i : Fin d), (pderiv i) ((pderiv i) (bowl c)) = 2
⊢ ∑ x, (eval z) ((pderiv x) ((pderiv x) p)) + (eval z) ↑d * ε * 2 =
    ∑ x, (eval z) ((pderiv x) ((pderiv x) p)) + ε * ↑d * 2
```

Lean accepts the file once it reads:

```diff
@@ -33,5 +33,6 @@
     ring
   simp only [laplacian, map_add, pderiv_C_mul, h2, map_sum, Finset.sum_add_distrib, map_mul,
-    eval_C, map_ofNat, Finset.sum_const, Finset.card_univ, Fintype.card_fin, nsmul_eq_mul]
+    eval_C, map_ofNat, map_natCast, Finset.sum_const, Finset.card_univ, Fintype.card_fin,
+    nsmul_eq_mul]
   ring
 
```

Diagnosis. The error is the goal left over when the final `ring` fails; the "Try this" message reports the same failure and its suggestion of `ring_nf` would not help. The two sides differ only in that the left has `(eval z) ↑d` where the right has `↑d`.

Summing the same term over all d indices gives d times that term, by `Finset.sum_const` and `nsmul_eq_mul`. On the left this happened among polynomials, so d became a constant polynomial, still to be evaluated at z. Its value is the real number d, but no lemma in the `simp only` list says so: `eval_C` applies to constants written with `C`, and `map_ofNat` to numerals such as 2. `ring` does not evaluate the polynomial either, and treats `(eval z) ↑d` as an unknown unrelated to `↑d`.

The repair adds `map_natCast`, which says that a ring homomorphism such as `eval z` sends the cast of a natural number to its cast in the target. Both sides then contain the same real `↑d`, and `ring` only has to reorder factors. Moving `nsmul_eq_mul` to a new line is mere tidying.
